# Finite neutral charge systems with pair energy $-q_iq_j\|r_i-r_j\|^s$ have nonnegative total energy for $0<s\le 2$

When the Coulomb energy of a slab periodic in two directions is summed over in-plane wavevectors, the term at zero wavevector is evaluated separately. For point charges $q_i$ at heights $z_i$ in a neutral cell of area $A$, and without an Ewald splitting of the interaction, it is, in Gaussian units,

$$-\frac{\pi}{A}\sum_{i,j}q_iq_j|z_i-z_j| .$$

This is the energy of uniformly charged sheets. Because the cell is neutral, this term is never negative, so a calculation that evaluates this term can check its sign, up to rounding error. The theorems below prove this sign for finitely many charges, with $|z_i-z_j|$ replaced by any power $0<s\le2$ of the distance and the line replaced by a real inner-product space of any dimension. The reduction of the periodic Coulomb sum to the sheet form is taken from electrostatics and is not part of the proof.

## Charges, positions and energy

The particles are labelled by a finite type `ι`. Their positions lie in a real inner-product space `E`, which may be infinite-dimensional; the letter denotes neither an energy nor a field.

```lean
import Mathlib

open MeasureTheory Set Filter
open scoped Topology

namespace NeutralPowerLaw

noncomputable section

variable {ι E : Type*} [Fintype ι] [NormedAddCommGroup E] [InnerProductSpace ℝ E]
```

For charges $q_i$ and positions $r_i$ the energy is

$$U_s=-\sum_{i,j}q_iq_j\|r_i-r_j\|^s .$$

The sum runs over all ordered pairs, so each pair counts twice, and the prefactor is one. The sheet energy above is $\pi/A$ times $U_1$ on the line. The exponent is real, and the diagonal terms vanish for $s>0$. The bare Coulomb energy, with $1/r$, would need $s=-1$ and the opposite overall sign; it lies outside the range of the sign theorems below.

```lean
/-- The energy `-∑ q_i q_j ‖r_i - r_j‖^s` of charges `q` at positions `r`,
summed over all ordered pairs. -/
def powerEnergy (s : ℝ) (q : ι → ℝ) (r : ι → E) : ℝ :=
  -∑ i, ∑ j, q i * q j * ‖r i - r j‖ ^ s
```

A power of the distance will be written as a superposition of functions $1-e^{-tu}$ with $u=\|r_i-r_j\|^2$, which saturate at large distance. The integral that fixes the normalisation has the integrand

$$w_a(t)=(1-e^{-t})\,t^{-1-a},\qquad t>0 .$$

```lean
/-- The weight `(1 - exp (-t)) t^(-1-a)`, used for `t > 0`. -/
def weight (a t : ℝ) : ℝ := (1 - Real.exp (-t)) * t ^ (-1 - a)
```

## Kernels built from inner products

Let $g_{ij}=\langle r_i,r_j\rangle$ and $b\ge0$. For all real coefficients $c_i$ and every natural number $n$,

$$\sum_{i,j}c_ic_j(1+b\,g_{ij})^n\ge0 .$$

At $n=0$ the sum is $(\sum_i c_i)^2$. For the induction step, take an orthonormal basis of the span of the positions, which is finite-dimensional, and let $v_{ik}$ be the coordinates of $r_i$. Then $g_{ij}=\sum_k v_{ik}v_{jk}$, and

$$\sum_{i,j}c_ic_j(1+bg_{ij})^{n+1}=\sum_{i,j}c_ic_j(1+bg_{ij})^n+b\sum_k\sum_{i,j}(c_iv_{ik})(c_jv_{jk})(1+bg_{ij})^n .$$

Every term on the right is nonnegative by the induction hypothesis, used once with $c_i$ and once for each $k$ with $c_iv_{ik}$. This is why the induction generalises over `c`. In the code, `hG` is the coordinate expansion, and `h4` and `h3` together give the displayed identity.

```lean
/-- For `b ≥ 0`, every natural-number power of the kernel `1 + b ⟨r_i, r_j⟩` has a nonnegative
quadratic form. -/
theorem gram_pow_nonneg (r : ι → E) {b : ℝ} (hb : 0 ≤ b) (n : ℕ) (c : ι → ℝ) :
    0 ≤ ∑ i, ∑ j, c i * c j * (1 + b * inner ℝ (r i) (r j)) ^ n := by
  -- coordinates in the finite-dimensional span of the positions
  have : FiniteDimensional ℝ (Submodule.span ℝ (range r)) :=
    FiniteDimensional.span_of_finite ℝ (finite_range r)
  let e := stdOrthonormalBasis ℝ (Submodule.span ℝ (range r))
  let v : ι → Submodule.span ℝ (range r) :=
    fun i => ⟨r i, Submodule.subset_span ⟨i, rfl⟩⟩
  have hG : ∀ i j, inner ℝ (r i) (r j)
      = ∑ k, inner ℝ (v i) (e k) * inner ℝ (v j) (e k) := fun i j => by
    calc inner ℝ (r i) (r j) = inner ℝ (v i) (v j) := rfl
      _ = ∑ k, inner ℝ (v i) (e k) * inner ℝ (e k) (v j) :=
        (e.sum_inner_mul_inner _ _).symm
      _ = _ := Finset.sum_congr rfl fun k _ => by rw [real_inner_comm (v j) (e k)]
  induction n generalizing c with
  | zero =>
    have h : ∑ i, ∑ j, c i * c j * (1 + b * inner ℝ (r i) (r j)) ^ 0
        = (∑ i, c i) * ∑ j, c j := by
      simp only [pow_zero, mul_one, Finset.sum_mul_sum]
    rw [h]
    exact mul_self_nonneg _
  | succ n ih =>
    have h3 : ∑ k, ∑ i, ∑ j, (c i * inner ℝ (v i) (e k)) * (c j * inner ℝ (v j) (e k))
          * (1 + b * inner ℝ (r i) (r j)) ^ n
        = ∑ i, ∑ j, c i * c j * (1 + b * inner ℝ (r i) (r j)) ^ n
          * inner ℝ (r i) (r j) := by
      rw [Finset.sum_comm]
      refine Finset.sum_congr rfl fun i _ => ?_
      rw [Finset.sum_comm]
      refine Finset.sum_congr rfl fun j _ => ?_
      calc _ = c i * c j * (1 + b * inner ℝ (r i) (r j)) ^ n
            * ∑ k, inner ℝ (v i) (e k) * inner ℝ (v j) (e k) := by
            rw [Finset.mul_sum]
            exact Finset.sum_congr rfl fun k _ => by ring
        _ = _ := by rw [← hG]
    have h4 : ∑ i, ∑ j, c i * c j * (1 + b * inner ℝ (r i) (r j)) ^ (n + 1)
        = ∑ i, ∑ j, c i * c j * (1 + b * inner ℝ (r i) (r j)) ^ n
          + b * ∑ i, ∑ j, c i * c j * (1 + b * inner ℝ (r i) (r j)) ^ n
            * inner ℝ (r i) (r j) := by
      simp only [Finset.mul_sum, ← Finset.sum_add_distrib]
      exact Finset.sum_congr rfl fun i _ => Finset.sum_congr rfl fun j _ => by
        rw [pow_succ]; ring
    rw [h4, ← h3]
    exact add_nonneg (ih c) (mul_nonneg hb (Finset.sum_nonneg fun k _ => ih _))
```

## Neutral charges with a saturating interaction

Set $b=2t/n$ with $t\ge0$ and let $n\to\infty$. The kernels tend to $e^{2tg_{ij}}$, and nonnegativity survives the limit (`hpos`). Expanding the squared distance gives

$$e^{-t\|r_i-r_j\|^2}=e^{-t\|r_i\|^2}\,e^{-t\|r_j\|^2}\,e^{2tg_{ij}} .$$

With $c_i=q_ie^{-t\|r_i\|^2}$ it follows that

$$\sum_{i,j}q_iq_j\bigl(1-e^{-t\|r_i-r_j\|^2}\bigr)=\Bigl(\sum_iq_i\Bigr)^2-\sum_{i,j}c_ic_je^{2tg_{ij}}\le0,$$

because neutrality removes the first term on the right.

```lean
/-- For neutral charges and `t ≥ 0`, the quadratic form of the saturating pair
interaction `1 - exp (-t ‖r_i - r_j‖²)` is nonpositive. -/
theorem saturating_nonpos (q : ι → ℝ) (r : ι → E) (hq : ∑ i, q i = 0)
    {t : ℝ} (ht : 0 ≤ t) :
    ∑ i, ∑ j, q i * q j * (1 - Real.exp (-(t * ‖r i - r j‖ ^ 2))) ≤ 0 := by
  -- the exponential kernel is a limit of the kernels of `gram_pow_nonneg`
  have hpos : ∀ c : ι → ℝ,
      0 ≤ ∑ i, ∑ j, c i * c j * Real.exp (2 * t * inner ℝ (r i) (r j)) := fun c => by
    refine ge_of_tendsto' (tendsto_finsetSum _ fun i _ => tendsto_finsetSum _ fun j _ =>
      (Real.tendsto_one_add_div_pow_exp (2 * t * inner ℝ (r i) (r j))).const_mul
        (c i * c j)) fun n => ?_
    have h := gram_pow_nonneg r (b := 2 * t / n) (by positivity) n c
    simpa only [div_mul_eq_mul_div] using h
  have hexp : ∀ i j, Real.exp (-(t * ‖r i - r j‖ ^ 2))
      = Real.exp (-(t * ‖r i‖ ^ 2)) * Real.exp (-(t * ‖r j‖ ^ 2))
        * Real.exp (2 * t * inner ℝ (r i) (r j)) := fun i j => by
    rw [← Real.exp_add, ← Real.exp_add, norm_sub_sq_real]
    congr 1
    ring
  have hs : ∑ i, ∑ j, q i * q j * (1 - Real.exp (-(t * ‖r i - r j‖ ^ 2)))
      = (∑ i, q i) * (∑ j, q j) - ∑ i, ∑ j, (q i * Real.exp (-(t * ‖r i‖ ^ 2)))
        * (q j * Real.exp (-(t * ‖r j‖ ^ 2)))
        * Real.exp (2 * t * inner ℝ (r i) (r j)) := by
    rw [Finset.sum_mul_sum]
    simp only [← Finset.sum_sub_distrib]
    exact Finset.sum_congr rfl fun i _ => Finset.sum_congr rfl fun j _ => by
      rw [hexp]; ring
  rw [hs, hq, zero_mul, zero_sub]
  exact neg_nonpos.2 (hpos fun i => q i * Real.exp (-(t * ‖r i‖ ^ 2)))
```

## Powers as superpositions

For $t>0$ both factors of $w_a(t)$ are positive.

```lean
/-- The weight is positive for `t > 0`. -/
theorem weight_pos (a : ℝ) {t : ℝ} (ht : 0 < t) : 0 < weight a t :=
  mul_pos (sub_pos.2 (Real.exp_lt_one_iff.2 (neg_lt_zero.2 ht))) (Real.rpow_pos_of_pos ht _)
```

Let $0<a<1$. On $0<t\le1$ the bound $1-e^{-t}\le t$ gives $w_a(t)\le t^{-a}$, which is integrable because $a<1$. For $t>1$ the bound $1-e^{-t}\le1$ gives $w_a(t)\le t^{-1-a}$, which is integrable because $a>0$. The proof splits the half-line at $1$ and compares with these two powers.

```lean
/-- For `0 < a < 1` the weight is integrable over `t > 0`. -/
theorem weight_integrable {a : ℝ} (h0 : 0 < a) (h1 : a < 1) :
    IntegrableOn (weight a) (Ioi 0) := by
  have hm : Measurable (weight a) := by
    unfold weight
    fun_prop
  rw [← Ioc_union_Ioi_eq_Ioi (zero_le_one (α := ℝ))]
  refine IntegrableOn.union ?_ ?_
  · -- near zero the weight is at most `t^(-a)`
    refine Integrable.mono' (intervalIntegral.intervalIntegrable_rpow'
      (a := 0) (b := 1) (r := -a) (by linarith)).1 hm.aestronglyMeasurable
      (ae_restrict_of_forall_mem measurableSet_Ioc fun t ht => ?_)
    have h := Real.rpow_add ht.1 1 (-1 - a)
    rw [Real.rpow_one, show (1 : ℝ) + (-1 - a) = -a by ring] at h
    rw [Real.norm_of_nonneg (weight_pos a ht.1).le, h]
    exact mul_le_mul_of_nonneg_right (by linarith [Real.add_one_le_exp (-t)])
      (Real.rpow_nonneg ht.1.le _)
  · -- at large `t` it is at most `t^(-1-a)`
    refine Integrable.mono' (integrableOn_Ioi_rpow_of_lt
      (a := -1 - a) (by linarith) one_pos) hm.aestronglyMeasurable
      (ae_restrict_of_forall_mem measurableSet_Ioi fun t ht => ?_)
    have ht0 : (0 : ℝ) < t := one_pos.trans ht
    rw [Real.norm_of_nonneg (weight_pos a ht0).le]
    exact mul_le_of_le_one_left (Real.rpow_nonneg ht0.le _)
      (by linarith [Real.exp_pos (-t)])
```

For $u>0$ the integrand with $tu$ in the exponent is a rescaled weight:

$$(1-e^{-tu})\,t^{-1-a}=u^{1+a}\,w_a(ut).$$

Substituting $\tau=ut$ contributes a factor $1/u$, so

$$\int_0^\infty(1-e^{-tu})\,t^{-1-a}\,dt=u^a\int_0^\infty w_a(\tau)\,d\tau .$$

At $u=0$ both sides are zero. The theorem states the convergence of the left-hand integral together with its value.

```lean
/-- For `0 < a < 1` and `u ≥ 0`, the power `u^a` is, up to the constant `∫ weight a`,
a convergent superposition of the saturating functions `1 - exp (-t u)`. -/
theorem power_superposition {a u : ℝ} (h0 : 0 < a) (h1 : a < 1) (hu : 0 ≤ u) :
    IntegrableOn (fun t => (1 - Real.exp (-(t * u))) * t ^ (-1 - a)) (Ioi 0) ∧
    ∫ t in Ioi 0, (1 - Real.exp (-(t * u))) * t ^ (-1 - a)
      = u ^ a * ∫ t in Ioi 0, weight a t := by
  rcases hu.eq_or_lt with rfl | hu
  · simp [Real.zero_rpow h0.ne']
  -- rescale the integration variable by `u`
  have he : EqOn (fun t => u ^ (1 + a) * weight a (u * t))
      (fun t => (1 - Real.exp (-(t * u))) * t ^ (-1 - a)) (Ioi 0) := fun t ht => by
    have hc : u ^ (1 + a) * u ^ (-1 - a) = 1 := by
      rw [← Real.rpow_add hu, show 1 + a + (-1 - a) = 0 by ring, Real.rpow_zero]
    simp only [weight]
    rw [Real.mul_rpow hu.le (le_of_lt ht), mul_comm u t]
    linear_combination (1 - Real.exp (-(t * u))) * t ^ (-1 - a) * hc
  constructor
  · have h := (integrableOn_Ioi_comp_mul_left_iff (weight a) 0 hu).2
      (by simpa only [mul_zero] using weight_integrable h0 h1)
    exact IntegrableOn.congr_fun (Integrable.const_mul h (u ^ (1 + a))) he measurableSet_Ioi
  · rw [← setIntegral_congr_fun measurableSet_Ioi he, integral_const_mul,
      integral_comp_mul_left_Ioi (weight a) 0 hu, mul_zero, smul_eq_mul,
      Real.rpow_add hu, Real.rpow_one]
    field_simp
```

## The sign of the energy for $0<s<2$

Take $a=s/2$ and $u=\|r_i-r_j\|^2$, so that $u^a=\|r_i-r_j\|^s$. The constant $C=\int_0^\infty w_{s/2}(t)\,dt$ is positive. Since each integral converges, the finite sums may be taken inside:

$$C\sum_{i,j}q_iq_j\|r_i-r_j\|^s=\int_0^\infty t^{-1-s/2}\sum_{i,j}q_iq_j\bigl(1-e^{-t\|r_i-r_j\|^2}\bigr)\,dt\le0 .$$

Dividing by $C$ and changing the sign gives $U_s\ge0$. In the code, `hC` is the positivity of $C$ and `key` is the displayed equality.

The statement assumes only $0<s<2$ (`h0`, `h2`) and zero total charge (`hq`). Points may coincide. Some condition on the charges is needed: two unit charges at distance one have $U_s=-2$.

```lean
/-- Finitely many real charges of zero total in a real inner-product space have
nonnegative energy `-∑ q_i q_j ‖r_i - r_j‖^s` whenever `0 < s < 2`. -/
theorem powerEnergy_nonneg {s : ℝ} (h0 : 0 < s) (h2 : s < 2)
    (q : ι → ℝ) (r : ι → E) (hq : ∑ i, q i = 0) : 0 ≤ powerEnergy s q r := by
  have ha0 : 0 < s / 2 := by linarith
  have ha1 : s / 2 < 1 := by linarith
  have hsup : Ioi (0 : ℝ) ⊆ Function.support (fun t => weight (s / 2) t) :=
    fun t ht => Function.mem_support.2 (weight_pos (s / 2) ht).ne'
  have hC : 0 < ∫ t in Ioi 0, weight (s / 2) t := by
    rw [setIntegral_pos_iff_support_of_nonneg_ae
      (ae_restrict_of_forall_mem measurableSet_Ioi fun t ht => (weight_pos _ ht).le)
      (weight_integrable ha0 ha1),
      inter_eq_right.2 hsup, Real.volume_Ioi]
    exact ENNReal.zero_lt_top
  have hp : ∀ x : E, ‖x‖ ^ s = (‖x‖ ^ 2) ^ (s / 2) := fun x => by
    rw [← Real.rpow_natCast ‖x‖ 2, ← Real.rpow_mul (norm_nonneg x)]
    congr 1
    push_cast
    ring
  have h := fun i j => power_superposition ha0 ha1 (sq_nonneg ‖r i - r j‖)
  have hI : ∀ i j, Integrable (fun t => q i * q j *
      ((1 - Real.exp (-(t * ‖r i - r j‖ ^ 2))) * t ^ (-1 - s / 2)))
      (volume.restrict (Ioi 0)) := fun i j => Integrable.const_mul (h i j).1 _
  -- minus the energy, times the integral of the weight, is an integral of saturating forms
  have key : (∑ i, ∑ j, q i * q j * ‖r i - r j‖ ^ s) * ∫ t in Ioi 0, weight (s / 2) t
      = ∫ t in Ioi 0, ∑ i, ∑ j, q i * q j *
        ((1 - Real.exp (-(t * ‖r i - r j‖ ^ 2))) * t ^ (-1 - s / 2)) := by
    rw [integral_finsetSum _ fun i _ => MeasureTheory.integrable_finsetSum _ fun j _ => hI i j,
      Finset.sum_mul]
    refine Finset.sum_congr rfl fun i _ => ?_
    rw [integral_finsetSum _ fun j _ => hI i j, Finset.sum_mul]
    refine Finset.sum_congr rfl fun j _ => ?_
    rw [integral_const_mul, (h i j).2, hp]
    ring
  refine neg_nonneg.2 (le_of_mul_le_mul_right ?_ hC)
  rw [key, zero_mul]
  refine setIntegral_nonpos measurableSet_Ioi fun t ht => ?_
  simp only [← mul_assoc, ← Finset.sum_mul]
  exact mul_nonpos_of_nonpos_of_nonneg (saturating_nonpos q r hq (le_of_lt ht))
    (Real.rpow_nonneg (le_of_lt ht) _)
```

## The dipole moment at $s=2$

Here the square can be expanded directly:

$$\|r_i-r_j\|^2=\|r_i\|^2+\|r_j\|^2-2g_{ij}.$$

The first two terms each leave a factor $\sum_iq_i=0$ in the double sum, and the third gives

$$U_2=2\sum_{i,j}q_iq_jg_{ij}=2\Bigl\|\sum_iq_ir_i\Bigr\|^2 .$$

For the heights $z_i$ of the point charges in a neutral cell, with dipole moment $M_z=\sum_iq_iz_i$, multiplication by $\pi/V$ gives $2\pi M_z^2/V$. In Gaussian units this is the dipole term used for slabs in a three-dimensionally periodic cell of volume $V$.

```lean
/-- At `s = 2` the energy of a neutral system is twice the squared norm of its dipole
moment `∑ q_i r_i`. -/
theorem powerEnergy_two (q : ι → ℝ) (r : ι → E) (hq : ∑ i, q i = 0) :
    powerEnergy 2 q r = 2 * ‖∑ i, q i • r i‖ ^ 2 := by
  have h1 : ‖∑ i, q i • r i‖ ^ 2 = ∑ i, ∑ j, q i * q j * inner ℝ (r i) (r j) := by
    rw [← real_inner_self_eq_norm_sq, sum_inner]
    refine Finset.sum_congr rfl fun i _ => ?_
    rw [inner_sum]
    refine Finset.sum_congr rfl fun j _ => ?_
    rw [real_inner_smul_left, real_inner_smul_right]
    ring
  have h2 : ∑ i, ∑ j, q i * q j * ‖r i - r j‖ ^ (2 : ℝ)
      = (∑ i, q i * ‖r i‖ ^ 2) * (∑ j, q j) + (∑ i, q i) * (∑ j, q j * ‖r j‖ ^ 2)
        - 2 * ∑ i, ∑ j, q i * q j * inner ℝ (r i) (r j) := by
    rw [Finset.sum_mul_sum, Finset.sum_mul_sum]
    simp only [Finset.mul_sum, ← Finset.sum_add_distrib, ← Finset.sum_sub_distrib]
    exact Finset.sum_congr rfl fun i _ => Finset.sum_congr rfl fun j _ => by
      rw [Real.rpow_two, norm_sub_sq_real]; ring
  rw [powerEnergy, h2, hq, h1]
  ring
```

## Three charges with negative energy above $s=2$

Place charges $1,-2,1$ at $-e,0,e$, where $e$ is a unit vector and not the elementary charge. The four ordered neighbour pairs contribute $4\cdot(-2)=-8$ to the double sum, and the two ordered outer pairs contribute $2\cdot2^s$. Hence

$$U_s=8-2\cdot2^s .$$

For $s>0$ the self-terms $0^s$ vanish. Lean also sets $0^s=0$ for $s<0$, which amounts to leaving the self-terms out, so the formal statement needs only $s\ne0$.

```lean
/-- Charges `1, -2, 1` at `-e, 0, e`, with `e` a unit vector, have energy `8 - 2 · 2^s` for every
`s ≠ 0`; for `s < 0` this uses Lean's convention `0^s = 0` in the self-terms. -/
theorem powerEnergy_three {s : ℝ} (hs : s ≠ 0) {e : E} (he : ‖e‖ = 1) :
    powerEnergy s ![1, -2, 1] ![-e, 0, e] = 8 - 2 * 2 ^ s := by
  have h1 : ‖e + e‖ = 2 := by
    rw [← two_smul ℝ e, norm_smul, he]
    norm_num
  have h2 : ‖-e - e‖ = 2 := by
    rw [show -e - e = -(e + e) by abel, norm_neg, h1]
  simp only [powerEnergy, Fin.sum_univ_three, Matrix.cons_val]
  simp only [sub_self, norm_zero, Real.zero_rpow hs, sub_zero, zero_sub, norm_neg,
    sub_neg_eq_add, zero_add, he, Real.one_rpow, h1, h2]
  ring
```

For $s>2$ we have $2^s>4$, and this energy is negative. A space with a nonzero vector contains a unit vector, so the example exists there. Together with the two preceding results this gives, for $s>0$ in a nontrivial space,

$$U_s\ge0\ \text{for all finite neutral systems}\quad\Longleftrightarrow\quad s\le2 .$$

The left side is expressed with `Fin n`, for every number `n` of charges. The word "stable" in the theorem's name means nonnegative energy only; it says nothing about mechanical equilibrium.

```lean
/-- In a nontrivial real inner-product space and for `s > 0`, all finite neutral systems
have nonnegative energy exactly when `s ≤ 2`. -/
theorem stable_iff [Nontrivial E] {s : ℝ} (hs : 0 < s) :
    (∀ (n : ℕ) (q : Fin n → ℝ) (r : Fin n → E), ∑ i, q i = 0 → 0 ≤ powerEnergy s q r)
      ↔ s ≤ 2 := by
  constructor
  · intro h
    by_contra hlt
    obtain ⟨v, hv⟩ := exists_ne (0 : E)
    have he : ‖‖v‖⁻¹ • v‖ = 1 := by
      rw [norm_smul, norm_inv, norm_norm, inv_mul_cancel₀ (norm_ne_zero_iff.2 hv)]
    have h3 := h 3 ![1, -2, 1] ![-(‖v‖⁻¹ • v), 0, ‖v‖⁻¹ • v]
      (by simp only [Fin.sum_univ_three, Matrix.cons_val]; norm_num)
    rw [powerEnergy_three hs.ne' he] at h3
    have h4 := Real.rpow_lt_rpow_of_exponent_lt (one_lt_two (α := ℝ)) (not_le.1 hlt)
    rw [Real.rpow_two] at h4
    linarith
  · intro h n q r hq
    rcases h.lt_or_eq with h | rfl
    · exact powerEnergy_nonneg hs h q r hq
    · rw [powerEnergy_two q r hq]
      positivity

end

end NeutralPowerLaw
```

```lean
#print axioms NeutralPowerLaw.powerEnergy_nonneg
#print axioms NeutralPowerLaw.stable_iff
```

```
'NeutralPowerLaw.powerEnergy_nonneg' depends on axioms: [propext, Classical.choice, Quot.sound]
'NeutralPowerLaw.stable_iff' depends on axioms: [propext, Classical.choice, Quot.sound]
```
